# The Andersen condition for a stable moment in the rigid-band Stoner model

## Question

Take a band whose Fermi level, as a function of the filling $x$ of one spin channel counted from a partly filled reference state (so that $x$ may be negative), is $\mu(x) = 12x + s x^3$ for $|x| < 2$, with $s = \pm 1$, and whose band energy is $F(x) = 6x^2 + s x^4/4$. Fill the two spin channels to $x = \pm m/2$, where $m$ is the moment, and subtract the exchange energy $I m^2/4$ with Stoner parameter $I = 12 + s$. The total energy is

$$E(m) = -\frac{s m^2}{4} + \frac{s m^4}{32}, \qquad E'(m) = \frac{s m}{8}(m^2 - 4),$$

so $m = 2$ is a minimum for $s = 1$ and a maximum for $s = -1$. The moment divided by the difference of the two Fermi levels is $\bar N(m) = 1/(12 + s m^2/4)$. In both cases $I \bar N(2) = 1$, and $\bar N$ falls through that point for $s = 1$ and rises for $s = -1$.

The general claim concerns $F' = \mu$ with $\mu$ continuously differentiable and strictly increasing, a filling $n$ per spin, and

$$E(m) = F(n + \tfrac m2) + F(n - \tfrac m2) - \tfrac14 I m^2, \qquad \bar N(m) = \frac{m}{\mu(n + \frac m2) - \mu(n - \frac m2)}.$$

A moment $m_0 > 0$ is stationary exactly when $I \bar N(m_0) = 1$, and it is then a strict local minimum if $\bar N'(m_0) < 0$ and a strict local maximum if $\bar N'(m_0) > 0$. How can this be stated and proved in Lean 4 with Mathlib?

## Answer

### Modelling choices

The structure `IsRigidBand F μ a b` describes one spin channel on an open interval $(a,b)$ of fillings: `hasDeriv` says $F'(x) = \mu(x)$ there, and `mono` says that $\mu$ is strictly increasing there. The same $F$ serves both spins and does not change with the moment, which is the rigid-band idealisation. The fillings are $n \pm m/2$, so the total electron number, which is $2n$ when counted from the same zero as the fillings, is fixed and $m$ is the difference of the spin populations.

`splitting μ n m` is $\Delta(m) = \mu(n + m/2) - \mu(n - m/2)$, with both Fermi levels read on the unshifted band. `energy F I n m` is $E(m)$ and `avgDOS μ n m` is $\bar N(m) = m/\Delta(m)$. There are $m$ states of one spin in the energy window of width $\Delta$, so $\bar N$ is the density of states per spin averaged over that window. The parameter $I$ is any real number, and its positivity is derived where needed.

The hypotheses `hu` and `hd` put both fillings $n \pm m_0/2$ inside $(a,b)$. Continuous differentiability of $\mu$ is replaced by the weaker `hN : HasDerivAt (avgDOS μ n) d m₀`, which says that $\bar N$ has a derivative $d$ at the single point $m_0$. A strict local minimum is written `∀ᶠ m in 𝓝[≠] m₀, energy F I n m₀ < energy F I n m`: the inequality holds for all $m \ne m_0$ close enough to $m_0$.

### Derivation by hand

The chain rule gives, whenever both fillings lie in $(a,b)$,

$$E'(m) = \tfrac12\mu(n + \tfrac m2) - \tfrac12\mu(n - \tfrac m2) - \tfrac12 I m = \tfrac12\,(\Delta(m) - I m).$$

For $m > 0$ the upper filling exceeds the lower one, so $\Delta(m) > 0$. Dividing $\Delta(m_0) = I m_0$ by $\Delta(m_0)$ shows that $E'(m_0) = 0$ is equivalent to $I \bar N(m_0) = 1$.

Let $m_0 > 0$ satisfy $I \bar N(m_0) = 1$. Since $\bar N(m_0) > 0$, also $I > 0$. For $m$ near $m_0$ the moment stays positive and the fillings stay in $(a,b)$. Substituting $m = \bar N(m)\Delta(m)$ and $1 = I \bar N(m_0)$,

$$E'(m) = \tfrac12 \Delta(m)\, I\,\bigl(\bar N(m_0) - \bar N(m)\bigr) = -\tfrac12 \Delta(m)\, I\, \sigma(m)\,(m - m_0),$$

where $\sigma(m) = (\bar N(m) - \bar N(m_0))/(m - m_0)$ is the difference quotient for $m \neq m_0$. It tends to $d$, so for $d \ne 0$ the product $d\,\sigma(m)$ tends to $d^2 > 0$ and is positive near $m_0$. Therefore

$$d\,(m - m_0)\,E'(m) = -\tfrac12 \Delta(m)\, I\, \bigl(d\,\sigma(m)\bigr)(m - m_0)^2 < 0 .$$

For $d < 0$ this makes $E'$ negative just below $m_0$ and positive just above. The mean value theorem gives $E(m) - E(m_0) = E'(c)(m - m_0)$ for some $c$ strictly between $m$ and $m_0$. Since $c - m_0$ and $m - m_0$ have the same sign, the right side is positive. For $d > 0$ the same argument applied to $-E$ gives a strict maximum. No second derivative of $E$ is used.

Conversely, at a local minimum $m_0 > 0$ where $\bar N$ has derivative $d$, the slope $E'(m_0)$ vanishes, so $I \bar N(m_0) = 1$. If $d$ were positive, some nearby $m$ would have both $E(m) < E(m_0)$ and $E(m_0) \le E(m)$. Hence $d \le 0$.

If $\mu$ has slopes $p$ at $n + m/2$ and $q$ at $n - m/2$, then $\Delta'(m) = (p + q)/2$, and for $\Delta(m) \neq 0$ the quotient rule gives

$$\bar N'(m) = \frac{\Delta(m) - m\,(p+q)/2}{\Delta(m)^2}.$$

At a stationary $m_0 > 0$ the numerator equals $m_0\,(I - (p+q)/2)$, so $I < (p+q)/2$ gives a strict minimum and $I > (p+q)/2$ a strict maximum. Where $p$ and $q$ are positive they are the inverse densities of states at the two Fermi levels. In the opening example $p = q = 12 + 3s$, which compares $13 < 15$ for $s = 1$ and $11 > 9$ for $s = -1$.

### The Lean file

```lean
import Mathlib

open Filter Topology Set

namespace StonerAndersen

noncomputable section

/-- A rigid band on the filling interval `(a, b)`: the band energy `F` of one spin channel has
derivative `μ` (the Fermi level), and `μ` increases strictly with the filling. -/
structure IsRigidBand (F μ : ℝ → ℝ) (a b : ℝ) : Prop where
  hasDeriv : ∀ x ∈ Ioo a b, HasDerivAt F (μ x) x
  mono : StrictMonoOn μ (Ioo a b)

/-- Difference of the Fermi levels at the spin fillings `n + m/2` and `n - m/2`. -/
def splitting (μ : ℝ → ℝ) (n m : ℝ) : ℝ := μ (n + m / 2) - μ (n - m / 2)

/-- Stoner energy at moment `m`: band energy of both spins minus `I m² / 4`. -/
def energy (F : ℝ → ℝ) (I n m : ℝ) : ℝ := F (n + m / 2) + F (n - m / 2) - I * m ^ 2 / 4

/-- Density of states averaged between the two spin Fermi levels: moment over splitting. -/
def avgDOS (μ : ℝ → ℝ) (n m : ℝ) : ℝ := m / splitting μ n m

variable {F μ : ℝ → ℝ} {a b n m m₀ I d p q : ℝ}

/-- The slope of the Stoner energy is half of the splitting minus `I m / 2`. -/
theorem hasDerivAt_energy (hB : IsRigidBand F μ a b) (I : ℝ)
    (hu : n + m / 2 ∈ Ioo a b) (hd : n - m / 2 ∈ Ioo a b) :
    HasDerivAt (energy F I n) (splitting μ n m / 2 - I * m / 2) m := by
  have hp : HasDerivAt (fun x : ℝ => n + x / 2) (1 / 2) m :=
    ((hasDerivAt_id' m).div_const 2).const_add n
  have hm : HasDerivAt (fun x : ℝ => n - x / 2) (-(1 / 2)) m :=
    ((hasDerivAt_id' m).div_const 2).const_sub n
  have e1 : HasDerivAt (fun x => F (n + x / 2)) (μ (n + m / 2) * (1 / 2)) m :=
    HasDerivAt.comp (h₂ := F) (h := fun x : ℝ => n + x / 2) m (hB.hasDeriv _ hu) hp
  have e2 : HasDerivAt (fun x => F (n - x / 2)) (μ (n - m / 2) * (-(1 / 2))) m :=
    HasDerivAt.comp (h₂ := F) (h := fun x : ℝ => n - x / 2) m (hB.hasDeriv _ hd) hm
  have e3 : HasDerivAt (fun x : ℝ => x ^ 2) (2 * m) m := by simpa using hasDerivAt_pow 2 m
  exact ((e1.fun_add e2).fun_sub ((e3.const_mul I).div_const 4)).congr_deriv
    (by unfold splitting; ring)

/-- A positive moment has a positive splitting. -/
theorem splitting_pos (hB : IsRigidBand F μ a b) (hm : 0 < m)
    (hu : n + m / 2 ∈ Ioo a b) (hd : n - m / 2 ∈ Ioo a b) : 0 < splitting μ n m :=
  sub_pos.2 (hB.mono hd hu (by linarith))

/-- A positive moment is a stationary point of the Stoner energy exactly when `I` times the
averaged density of states equals one. -/
theorem stationary_iff (hB : IsRigidBand F μ a b) (hm : 0 < m₀)
    (hu : n + m₀ / 2 ∈ Ioo a b) (hd : n - m₀ / 2 ∈ Ioo a b) :
    deriv (energy F I n) m₀ = 0 ↔ I * avgDOS μ n m₀ = 1 := by
  have hs := splitting_pos hB hm hu hd
  rw [(hasDerivAt_energy hB I hu hd).deriv, avgDOS, ← mul_div_assoc, div_eq_one_iff_eq hs.ne']
  constructor <;> intro h <;> linarith

/-- Slope of the averaged density of states when the Fermi level has slopes `p` and `q` at the
two spin fillings and the splitting is nonzero. -/
theorem hasDerivAt_avgDOS (hs : splitting μ n m ≠ 0)
    (hp : HasDerivAt μ p (n + m / 2)) (hq : HasDerivAt μ q (n - m / 2)) :
    HasDerivAt (avgDOS μ n)
      ((splitting μ n m - m * ((p + q) / 2)) / splitting μ n m ^ 2) m := by
  have e1 : HasDerivAt (fun x => μ (n + x / 2)) (p * (1 / 2)) m :=
    HasDerivAt.comp (h₂ := μ) (h := fun x : ℝ => n + x / 2) m hp
      (((hasDerivAt_id' m).div_const 2).const_add n)
  have e2 : HasDerivAt (fun x => μ (n - x / 2)) (q * (-(1 / 2))) m :=
    HasDerivAt.comp (h₂ := μ) (h := fun x : ℝ => n - x / 2) m hq
      (((hasDerivAt_id' m).div_const 2).const_sub n)
  have e3 : HasDerivAt (fun x => splitting μ n x) ((p + q) / 2) m :=
    (e1.fun_sub e2).congr_deriv (by ring)
  exact ((hasDerivAt_id' m).fun_div e3 hs).congr_deriv (by rw [one_mul])

/-- A function differentiable on a neighbourhood of `x₀` (including `x₀` itself), whose
derivative is negative just below `x₀` and positive just above, has a strict
local minimum at `x₀`. -/
theorem strict_min_of_slope_sign {f g : ℝ → ℝ} {x₀ : ℝ}
    (hf : ∀ᶠ x in 𝓝 x₀, HasDerivAt f (g x) x)
    (hg : ∀ᶠ x in 𝓝[≠] x₀, 0 < (x - x₀) * g x) : ∀ᶠ x in 𝓝[≠] x₀, f x₀ < f x := by
  rw [eventually_nhdsWithin_iff] at hg ⊢
  obtain ⟨δ, hδ, h⟩ := Metric.eventually_nhds_iff.1 (hf.and hg)
  refine Metric.eventually_nhds_iff.2 ⟨δ, hδ, fun x hx hne => ?_⟩
  rw [Real.dist_eq, abs_lt] at hx
  have h' : ∀ y, x₀ - δ < y → y < x₀ + δ →
      HasDerivAt f (g y) y ∧ (y ≠ x₀ → 0 < (y - x₀) * g y) := fun y h1 h2 =>
    h (by rw [Real.dist_eq, abs_lt]; constructor <;> linarith)
  have hne' : x ≠ x₀ := hne
  -- mean value theorem between x and x₀
  rcases lt_or_gt_of_ne hne' with hlt | hlt
  · obtain ⟨c, hc, e⟩ := exists_hasDerivAt_eq_slope f g hlt
      (fun y hy => (h' y (by linarith [hy.1, hx.1])
        (by linarith [hy.2])).1.continuousAt.continuousWithinAt)
      (fun y hy => (h' y (by linarith [hy.1, hx.1]) (by linarith [hy.2])).1)
    have h1 := (h' c (by linarith [hc.1, hx.1]) (by linarith [hc.2])).2 hc.2.ne
    have h2 : g c < 0 := by nlinarith [hc.2]
    rw [eq_div_iff (sub_pos.2 hlt).ne'] at e
    nlinarith
  · obtain ⟨c, hc, e⟩ := exists_hasDerivAt_eq_slope f g hlt
      (fun y hy => (h' y (by linarith [hy.1])
        (by linarith [hy.2, hx.2])).1.continuousAt.continuousWithinAt)
      (fun y hy => (h' y (by linarith [hy.1]) (by linarith [hy.2, hx.2])).1)
    have h1 := (h' c (by linarith [hc.1]) (by linarith [hc.2, hx.2])).2 hc.1.ne'
    have h2 : 0 < g c := by nlinarith [hc.1]
    rw [eq_div_iff (sub_pos.2 hlt).ne'] at e
    nlinarith

/-- Andersen condition: a positive moment with `I` times the averaged density of states equal
to one is a strict local minimum of the Stoner energy if the averaged density of states has
negative slope there, and a strict local maximum if the slope is positive. -/
theorem andersen (hB : IsRigidBand F μ a b) (hm : 0 < m₀)
    (hu : n + m₀ / 2 ∈ Ioo a b) (hd : n - m₀ / 2 ∈ Ioo a b)
    (hI : I * avgDOS μ n m₀ = 1) (hN : HasDerivAt (avgDOS μ n) d m₀) :
    (d < 0 → ∀ᶠ m in 𝓝[≠] m₀, energy F I n m₀ < energy F I n m) ∧
    (0 < d → ∀ᶠ m in 𝓝[≠] m₀, energy F I n m < energy F I n m₀) := by
  have c1 : ContinuousAt (fun x : ℝ => n + x / 2) m₀ := by fun_prop
  have c2 : ContinuousAt (fun x : ℝ => n - x / 2) m₀ := by fun_prop
  have n1 : ∀ᶠ m in 𝓝 m₀, n + m / 2 ∈ Ioo a b := c1.eventually (isOpen_Ioo.mem_nhds hu)
  have n2 : ∀ᶠ m in 𝓝 m₀, n - m / 2 ∈ Ioo a b := c2.eventually (isOpen_Ioo.mem_nhds hd)
  have hE := (n1.and n2).mono fun m h => hasDerivAt_energy hB I h.1 h.2
  have hN0 : 0 < avgDOS μ n m₀ := div_pos hm (splitting_pos hB hm hu hd)
  have hIpos : 0 < I := by nlinarith
  -- near m₀ the sign of (m - m₀) E'(m) is opposite to the sign of d
  have key : d ≠ 0 → ∀ᶠ m in 𝓝[≠] m₀,
      d * ((m - m₀) * (splitting μ n m / 2 - I * m / 2)) < 0 := by
    intro hd0
    have hsl := ((hasDerivAt_iff_tendsto_slope.1 hN).const_mul d).eventually
      (lt_mem_nhds (mul_self_pos.2 hd0))
    filter_upwards [hsl, self_mem_nhdsWithin,
      ((n1.and n2).and (lt_mem_nhds hm)).filter_mono nhdsWithin_le_nhds] with m h1 h2 h3
    have hs := splitting_pos hB h3.2 h3.1.1 h3.1.2
    have hne : m - m₀ ≠ 0 := sub_ne_zero.2 h2
    have e1 : slope (avgDOS μ n) m₀ m * (m - m₀) = avgDOS μ n m - avgDOS μ n m₀ := by
      rw [slope_def_field, div_mul_cancel₀ _ hne]
    have e2 : avgDOS μ n m * splitting μ n m = m := div_mul_cancel₀ _ hs.ne'
    have e3 : splitting μ n m / 2 - I * m / 2
        = -(splitting μ n m * I / 2 * (slope (avgDOS μ n) m₀ m * (m - m₀))) := by
      rw [e1]
      linear_combination (I / 2) * e2 - (splitting μ n m / 2) * hI
    have hpos := mul_pos (mul_pos (mul_pos hs hIpos) h1) (mul_self_pos.2 hne)
    rw [e3]
    linarith
  constructor
  · intro h
    exact strict_min_of_slope_sign hE ((key h.ne).mono fun m hm' => by nlinarith)
  · intro h
    have := strict_min_of_slope_sign (hE.mono fun m hm' => hm'.fun_neg)
      ((key h.ne').mono fun m hm' => by nlinarith)
    exact this.mono fun m hm' => neg_lt_neg_iff.1 hm'

/-- Converse: at a local minimum of the Stoner energy with positive moment, `I` times the
averaged density of states is one and the slope of the latter is not positive. -/
theorem necessary_of_isLocalMin (hB : IsRigidBand F μ a b) (hm : 0 < m₀)
    (hu : n + m₀ / 2 ∈ Ioo a b) (hd : n - m₀ / 2 ∈ Ioo a b)
    (hN : HasDerivAt (avgDOS μ n) d m₀) (hmin : IsLocalMin (energy F I n) m₀) :
    I * avgDOS μ n m₀ = 1 ∧ d ≤ 0 := by
  have hI := (stationary_iff hB hm hu hd).1 hmin.deriv_eq_zero
  refine ⟨hI, le_of_not_gt fun h => ?_⟩
  have h1 : ∀ᶠ m in 𝓝 m₀, energy F I n m₀ ≤ energy F I n m := hmin
  obtain ⟨m, h2, h3⟩ :=
    (((andersen hB hm hu hd hI hN).2 h).and (h1.filter_mono nhdsWithin_le_nhds)).exists
  linarith

/-- With `p`, `q` the slopes of the Fermi level at the two spin fillings, a positive moment with
`I` times the averaged density of states equal to one is a strict local minimum if
`I < (p + q)/2` and a strict local maximum if `I > (p + q)/2`. -/
theorem stability_from_slopes (hB : IsRigidBand F μ a b) (hm : 0 < m₀)
    (hu : n + m₀ / 2 ∈ Ioo a b) (hd : n - m₀ / 2 ∈ Ioo a b)
    (hI : I * avgDOS μ n m₀ = 1)
    (hp : HasDerivAt μ p (n + m₀ / 2)) (hq : HasDerivAt μ q (n - m₀ / 2)) :
    (I < (p + q) / 2 → ∀ᶠ m in 𝓝[≠] m₀, energy F I n m₀ < energy F I n m) ∧
    ((p + q) / 2 < I → ∀ᶠ m in 𝓝[≠] m₀, energy F I n m < energy F I n m₀) := by
  have hs := splitting_pos hB hm hu hd
  have hA := andersen hB hm hu hd hI (hasDerivAt_avgDOS hs.ne' hp hq)
  rw [avgDOS, ← mul_div_assoc, div_eq_one_iff_eq hs.ne'] at hI
  exact ⟨fun h => hA.1 (div_neg_of_neg_of_pos (by nlinarith) (by positivity)),
    fun h => hA.2 (div_pos (by nlinarith) (by positivity))⟩

/-- The bands `μ = 12x + s x³`, `s = ±1`, on `(-2, 2)` are rigid bands; at `n = 0`, `m₀ = 2`,
`I = 12 + s` gives `I` times the averaged density of states equal to one, with slope
`-s/(12 + s)²`. -/
theorem andersen_witness (s : ℝ) (hs : s = 1 ∨ s = -1) :
    IsRigidBand (fun x => 6 * x ^ 2 + s * x ^ 4 / 4) (fun x => 12 * x + s * x ^ 3) (-2) 2 ∧
    (12 + s) * avgDOS (fun x => 12 * x + s * x ^ 3) 0 2 = 1 ∧
    HasDerivAt (avgDOS (fun x => 12 * x + s * x ^ 3) 0) (-s / (12 + s) ^ 2) 2 := by
  have hμ : ∀ x : ℝ, HasDerivAt (fun x : ℝ => 12 * x + s * x ^ 3) (12 + 3 * s * x ^ 2) x := by
    intro x
    have e : HasDerivAt (fun x : ℝ => x ^ 3) (3 * x ^ 2) x := by simpa using hasDerivAt_pow 3 x
    exact (((hasDerivAt_id' x).const_mul 12).fun_add (e.const_mul s)).congr_deriv (by ring)
  refine ⟨⟨fun x _ => ?_, fun x hx y hy hxy => ?_⟩, ?_, ?_⟩
  · have e2 : HasDerivAt (fun x : ℝ => x ^ 2) (2 * x) x := by simpa using hasDerivAt_pow 2 x
    have e4 : HasDerivAt (fun x : ℝ => x ^ 4) (4 * x ^ 3) x := by simpa using hasDerivAt_pow 4 x
    exact ((e2.const_mul 6).fun_add ((e4.const_mul s).div_const 4)).congr_deriv (by ring)
  · have hx2 : x ^ 2 < 4 := by nlinarith [hx.1, hx.2]
    have hy2 : y ^ 2 < 4 := by nlinarith [hy.1, hy.2]
    have h : 0 < 12 + s * (x ^ 2 + x * y + y ^ 2) := by
      rcases hs with rfl | rfl <;> nlinarith [sq_nonneg (x - y), sq_nonneg (x + y)]
    have := mul_pos (sub_pos.2 hxy) h
    show 12 * x + s * x ^ 3 < 12 * y + s * y ^ 3
    nlinarith
  · rcases hs with rfl | rfl <;> norm_num [avgDOS, splitting]
  · refine (hasDerivAt_avgDOS ?_ (hμ _) (hμ _)).congr_deriv ?_ <;>
      rcases hs with rfl | rfl <;> norm_num [splitting]

end

end StonerAndersen
```

```lean
#print axioms StonerAndersen.andersen
-- 'StonerAndersen.andersen' depends on axioms: [propext, Classical.choice, Quot.sound]
#print axioms StonerAndersen.necessary_of_isLocalMin
-- 'StonerAndersen.necessary_of_isLocalMin' depends on axioms: [propext, Classical.choice, Quot.sound]
#print axioms StonerAndersen.stability_from_slopes
-- 'StonerAndersen.stability_from_slopes' depends on axioms: [propext, Classical.choice, Quot.sound]
```

### How the proof follows the derivation

`hasDerivAt_energy` is the chain rule: `e1` and `e2` differentiate the two band terms with inner slopes $\pm 1/2$, and `e3` differentiates $m^2$. `splitting_pos` applies `mono`. `stationary_iff` inserts the derivative, clears the denominator with `div_eq_one_iff_eq`, and is left with a linear equivalence.

`strict_min_of_slope_sign` is the mean value step for an arbitrary function `f` with derivative `g` near a point `x₀`. It extracts one radius `δ` on which both differentiability and the sign condition hold, and applies `exists_hasDerivAt_eq_slope` on the interval between `x` and `x₀`, once for each side.

In `andersen`, `n1` and `n2` keep the fillings inside $(a,b)$ near $m_0$, `hIpos` is $I > 0$, and `key` is the inequality $d\,(m - m_0)E'(m) < 0$. Inside it `slope (avgDOS μ n) m₀ m` is $\sigma(m)$, `e2` is $\bar N \Delta = m$, and `e3` is the factorised form of $E'$, which `linear_combination` obtains from `e2` and `hI`. The maximum case passes the negated energy through the same lemma by `fun_neg`.

`necessary_of_isLocalMin` is the converse, with Mathlib's non-strict `IsLocalMin` as hypothesis. `hasDerivAt_avgDOS` is the quotient rule; together with `splitting_pos` it supplies `hN` from differentiability of $\mu$ at the two fillings, which covers the $C^1$ case, and `stability_from_slopes` combines it with `andersen`. `andersen_witness` verifies the opening example: both bands are rigid on $(-2,2)$, $(12+s)\bar N(2) = 1$ at $n = 0$, and $d = -s/(12+s)^2$, that is $-1/169$ and $+1/121$.

### Remarks

For a rigid band at zero temperature with a constant $I$ and a single collinear moment, the theorem sorts those crossings of the curve $\bar N(m)$ with the level $1/I$ at which $m > 0$ and $\bar N'(m) \ne 0$ into locally stable and unstable ferromagnetic solutions. The statements are local in $m$ at fixed $n$. They do not compare $E(m_0)$ with $E(0)$, so a minimum found here may be metastable. The Stoner criterion for the instability of the non-magnetic state concerns $m = 0$, which `hm` excludes; there $E'(0) = 0$ for every $I$, while Lean's $0/0 = 0$ makes `avgDOS μ n 0` zero. A saturated moment, with a filling at the edge of the band, is excluded by the open interval.

The three examples that follow come from direct computation and are absent from the file. Without $m_0 > 0$ the sign rule fails. Both $E$ and $\bar N$ are even in $m$, so for $s = 1$, $I = 13$ the point $m_0 = -2$ has $I \bar N = 1$ and $d = +1/169 > 0$, and it is a minimum. The case $d = 0$, on which `andersen` is silent, can go either way. For $\mu = 12x$, $n = 0$, $I = 12$ the energy is constant and every moment is a non-strict minimum. For $\mu = 12x + x(x^2-1)^2$, whose slope $5x^4 - 6x^2 + 13$ is positive, the same $n$ and $I$ give $I\bar N(2) = 1$, $d = 0$ and $E'(m) = \frac m2 (m^2/4 - 1)^2$, so $E$ increases through $m = 2$.

A reusable technique is the way `hsl` turns a derivative at one point into a sign on a punctured neighbourhood. `hasDerivAt_iff_tendsto_slope` restates the derivative as a limit of difference quotients, `const_mul d` makes the limit $d \cdot d$, and `lt_mem_nhds` with `mul_self_pos` gives eventual positivity for both signs of $d$ at once. `filter_upwards` then gathers this with the other facts that hold near $m_0$, so that the algebra is done at one generic point and no radius has to be chosen.
